# Kato–Temple bounds: the energy of an isolated excited root of a Hermitian matrix converges quadratically in the Davidson residual

## Does the squared-residual rule hold for an excited root?

The energy error of a Davidson root is supposed to scale as the square of the residual norm, divided by a gap. For the ground state I find this plausible, because the energy is variational and can only approach from above. I am following an excited root by its character, though, without converging the roots below it, and its energy can then lie on either side of the true eigenvalue. The root is also doubly degenerate, so the eigenvector isn't even unique. All I can justify is that some eigenvalue lies within one residual norm of my energy. With a residual of $10^{-4}$ hartree, may I really expect much better than $10^{-4}$ hartree in the energy?

## The error is at most the squared residual over the distance to the other roots

Yes, if the distance to the other roots is much larger than the residual norm. Let $H$ be Hermitian on a finite-dimensional space, and let $E$ be its only eigenvalue in an open interval $(a,b)$, with any multiplicity. Take a unit vector $y$ with energy $e=\langle y,Hy\rangle$ in $(a,b)$ and residual norm $s=\lVert Hy-ey\rVert$. Then

$$e-\frac{s^2}{b-e}\;\le\;E\;\le\;e+\frac{s^2}{e-a}.$$

If $e$ is at least $g>0$ away from both ends of the interval, it follows that $|e-E|\le s^2/g$. With $s=10^{-4}$ and $g=0.1$ hartree, the energy error is at most $10^{-7}$ hartree.

### One overlap, evaluated twice

Write $r=Hy-ey$ for the residual vector. It is orthogonal to the trial state, since $\langle y,r\rangle=e-e=0$. For any real shifts $p$ and $q$,

$$(H-p)y=r+(e-p)y,\qquad (H-q)y=r+(e-q)y.$$

The cross terms vanish in the overlap of these two vectors, which leaves

$$\langle (H-p)y,(H-q)y\rangle=s^2+(e-p)(e-q).$$

Now evaluate the same overlap in an orthonormal eigenbasis $u_i$ of $H$ with eigenvalues $\mu_i$:

$$\langle (H-p)y,(H-q)y\rangle=\sum_i(\mu_i-p)(\mu_i-q)\,|\langle u_i,y\rangle|^2.$$

If $(\mu_i-p)(\mu_i-q)\ge 0$ for every eigenvalue, the sum is nonnegative, and therefore $s^2+(e-p)(e-q)\ge 0$. What remains is to choose the shifts.

**Lower bound.** Take $p=E$ and $q=b$. An eigenvalue at or below $a$ makes both factors negative, one at or above $b$ makes both nonnegative, and $E$ itself gives zero. Hence $(e-E)(b-e)\le s^2$, and division by $b-e>0$ gives $e-E\le s^2/(b-e)$.

**Upper bound.** Take $p=a$ and $q=E$. The same three cases give $(e-a)(E-e)\le s^2$, so $E-e\le s^2/(e-a)$.

No step uses a variational principle or singles out an eigenvector. This is why neither the two-sided error nor the degeneracy does any harm.

**Is there a root at all?** Take $p=a$ and $q=b$. If no eigenvalue lay in $(a,b)$, every product $(\mu_i-a)(\mu_i-b)$ would be nonnegative, and so $s^2\ge(e-a)(b-e)$. A residual with $s^2<(e-a)(b-e)$ therefore guarantees an eigenvalue in the interval.

**Can the bounds be improved?** Not with the same data, as long as the bound in question lies inside $(a,b)$; outside, it says less than $a<E<b$ does. Let $y=u+v$ be a unit vector, with $u$ and $v$ orthogonal, $Hu=Eu$ and $Hv=mv$. Then $(H-E)y=(m-E)v$ and $(H-m)y=(E-m)u$ are orthogonal, so $s^2=(e-E)(m-e)$. For $e\ne m$ this gives

$$e-\frac{s^2}{m-e}=E.$$

A contaminating state at $m=b$ attains the lower bound, and one at $m=a$ attains the upper bound.

### What the Lean statements say

The space `V` is a complex inner-product space, and `H : V →ₗ[ℂ] V` is a linear operator on it. Hermiticity is `H.IsSymmetric`, that is, $\langle Hx,y\rangle=\langle x,Hy\rangle$ for all $x$ and $y$. The inner product is conjugate-linear in its first argument. `energy H y` is the real part of $\langle y,Hy\rangle$, which is the full value for Hermitian $H$, and `residual H y` is the vector $Hy-ey$. Normalisation is the hypothesis `‖y‖ = 1`.

In `kato_temple`, isolation is expressed by `honly`: every real eigenvalue strictly between `a` and `b` equals `E`. This restricts the values of the eigenvalues and says nothing about how many eigenvectors belong to `E`, so your degenerate pair is allowed. The endpoints may themselves be eigenvalues. Isolation is a real requirement: if a second eigenvalue were present in $(a,b)$, its normalised eigenvector would have $s=0$ and $e\ne E$, which contradicts the bounds.

The theorem doesn't require `E` to be an eigenvalue, only that no other number in $(a,b)$ is one. To know that a root is there, use `exists_root_of_small_residual`, which turns a small enough residual into an eigenvalue in the interval.

```lean
import Mathlib

open scoped InnerProductSpace ComplexConjugate

namespace ExcitedRootResidualBounds

noncomputable section

variable {V : Type*} [NormedAddCommGroup V] [InnerProductSpace ℂ V]

/-- The energy `e = ⟨y, H y⟩` of a normalised trial state `y` (its real part, which is the
whole of it when `H` is Hermitian). -/
def energy (H : V →ₗ[ℂ] V) (y : V) : ℝ := (⟪y, H y⟫_ℂ).re

/-- The Davidson residual vector `H y - e y` of a trial state `y` with energy `e`. -/
def residual (H : V →ₗ[ℂ] V) (y : V) : V := H y - (energy H y : ℂ) • y

/-- For a unit vector `y`, the real part of the overlap of `(H - p) y` with `(H - q) y` is the
squared residual norm plus `(e - p) (e - q)`. -/
theorem shifted_overlap (H : V →ₗ[ℂ] V) {y : V} (hy : ‖y‖ = 1) (p q : ℝ) :
    (⟪H y - (p : ℂ) • y, H y - (q : ℂ) • y⟫_ℂ).re
      = ‖residual H y‖ ^ 2 + (energy H y - p) * (energy H y - q) := by
  have hyy : ⟪y, y⟫_ℂ = 1 := by
    rw [inner_self_eq_norm_sq_to_K, hy]
    simp
  -- the overlap of the trial state with the residual has zero real part
  have h0 : (⟪y, residual H y⟫_ℂ).re = 0 := by
    rw [residual, inner_sub_right, inner_smul_right, hyy]
    simp [energy]
  have h0' : (⟪residual H y, y⟫_ℂ).re = 0 := by
    rw [← inner_conj_symm, Complex.conj_re]
    exact h0
  have hrr : (⟪residual H y, residual H y⟫_ℂ).re = ‖residual H y‖ ^ 2 :=
    inner_self_eq_norm_sq (𝕜 := ℂ) (residual H y)
  have hs : ∀ t : ℝ, H y - (t : ℂ) • y
      = residual H y + ((energy H y - t : ℝ) : ℂ) • y := by
    intro t
    simp only [residual, Complex.ofReal_sub]
    module
  rw [hs p, hs q]
  simp only [inner_add_left, inner_add_right, inner_smul_left, inner_smul_right, hyy,
    Complex.conj_ofReal, Complex.add_re, Complex.re_ofReal_mul, mul_one, Complex.ofReal_re,
    hrr, h0, h0']
  ring

/-- For a normalised superposition `u + v` of two orthogonal eigenstates with eigenvalues `E`
and `m`, whose energy `e` differs from `m`, the estimate `e - s² / (m - e)` with residual norm
`s` is exactly `E`. -/
theorem two_state_exact (H : V →ₗ[ℂ] V) {u v : V} {E m : ℝ}
    (hu : H u = (E : ℂ) • u) (hv : H v = (m : ℂ) • v) (huv : ⟪u, v⟫_ℂ = 0)
    (hy : ‖u + v‖ = 1) (he : energy H (u + v) ≠ m) :
    energy H (u + v) - ‖residual H (u + v)‖ ^ 2 / (m - energy H (u + v)) = E := by
  have h := shifted_overlap H hy E m
  -- each shift removes one of the two eigenstates
  have h1 : H (u + v) - (E : ℂ) • (u + v) = ((m : ℂ) - (E : ℂ)) • v := by
    rw [map_add, hu, hv]
    module
  have h2 : H (u + v) - (m : ℂ) • (u + v) = ((E : ℂ) - (m : ℂ)) • u := by
    rw [map_add, hu, hv]
    module
  rw [h1, h2, inner_smul_left, inner_smul_right, inner_eq_zero_symm.1 huv] at h
  simp only [mul_zero, Complex.zero_re] at h
  have hne : m - energy H (u + v) ≠ 0 := sub_ne_zero.2 (Ne.symm he)
  have hs : ‖residual H (u + v)‖ ^ 2
      = (energy H (u + v) - E) * (m - energy H (u + v)) := by
    linear_combination -h
  rw [hs, mul_div_cancel_right₀ _ hne]
  ring

variable [FiniteDimensional ℂ V]

/-- If `(μ - p) (μ - q)` is nonnegative at every eigenvalue `μ` of a Hermitian `H`, then the
overlap of `(H - p) y` with `(H - q) y` has nonnegative real part for every state `y`. -/
theorem shifted_overlap_nonneg {H : V →ₗ[ℂ] V} (hH : H.IsSymmetric) (p q : ℝ)
    (hpq : ∀ μ : ℝ, Module.End.HasEigenvalue H (μ : ℂ) → 0 ≤ (μ - p) * (μ - q)) (y : V) :
    0 ≤ (⟪H y - (p : ℂ) • y, H y - (q : ℂ) • y⟫_ℂ).re := by
  have key : ∀ (α β : ℝ) (z : ℂ),
      ((α : ℂ) * conj z * ((β : ℂ) * z)).re = α * β * Complex.normSq z := by
    intro α β z
    simp only [Complex.mul_re, Complex.mul_im, Complex.ofReal_re, Complex.ofReal_im,
      Complex.conj_re, Complex.conj_im, Complex.normSq_apply]
    ring
  -- expand the overlap in an orthonormal basis of eigenstates
  rw [← (hH.eigenvectorBasis rfl).sum_inner_mul_inner, Complex.re_sum]
  refine Finset.sum_nonneg fun i _ => ?_
  have hu : H (hH.eigenvectorBasis rfl i)
      = ((hH.eigenvalues rfl i : ℝ) : ℂ) • hH.eigenvectorBasis rfl i :=
    hH.apply_eigenvectorBasis rfl i
  have hm := hpq (hH.eigenvalues rfl i) (hH.hasEigenvalue_eigenvalues rfl i)
  generalize hH.eigenvectorBasis rfl i = u at hu ⊢
  generalize hH.eigenvalues rfl i = m at hu hm
  have hk : ∀ t : ℝ, ⟪u, H y - (t : ℂ) • y⟫_ℂ = ((m - t : ℝ) : ℂ) * ⟪u, y⟫_ℂ := by
    intro t
    rw [inner_sub_right, ← hH u y, hu, inner_smul_left, inner_smul_right,
      Complex.conj_ofReal]
    push_cast
    ring
  rw [← inner_conj_symm (H y - (p : ℂ) • y) u, hk p, hk q, map_mul, Complex.conj_ofReal, key]
  exact mul_nonneg hm (Complex.normSq_nonneg _)

/-- Let `a < b` and let `y` be a unit vector with energy `e` and residual norm `s`. If
`s² < (e - a) (b - e)`, the Hermitian `H` has an eigenvalue strictly between `a` and `b`. -/
theorem exists_root_of_small_residual {H : V →ₗ[ℂ] V} (hH : H.IsSymmetric) {a b : ℝ}
    (hab : a < b) {y : V} (hy : ‖y‖ = 1)
    (hs : ‖residual H y‖ ^ 2 < (energy H y - a) * (b - energy H y)) :
    ∃ μ : ℝ, Module.End.HasEigenvalue H (μ : ℂ) ∧ a < μ ∧ μ < b := by
  by_contra hno
  have h := shifted_overlap_nonneg hH a b (fun μ hμ => by
    rcases le_or_gt μ a with h1 | h1
    · nlinarith [mul_nonneg (show 0 ≤ a - μ by linarith) (show 0 ≤ b - μ by linarith)]
    · rcases le_or_gt b μ with h2 | h2
      · exact mul_nonneg (by linarith) (by linarith)
      · exact absurd ⟨μ, hμ, h1, h2⟩ hno) y
  rw [shifted_overlap H hy] at h
  nlinarith

/-- Kato–Temple bounds: let `E` lie in `(a, b)` and let the Hermitian `H` have no other
eigenvalue there. A unit vector with energy `e` in `(a, b)` and residual norm `s` satisfies
`e - s² / (b - e) ≤ E ≤ e + s² / (e - a)`. -/
theorem kato_temple {H : V →ₗ[ℂ] V} (hH : H.IsSymmetric) {a b E : ℝ}
    (haE : a < E) (hEb : E < b)
    (honly : ∀ μ : ℝ, Module.End.HasEigenvalue H (μ : ℂ) → a < μ → μ < b → μ = E)
    {y : V} (hy : ‖y‖ = 1) (hae : a < energy H y) (heb : energy H y < b) :
    energy H y - ‖residual H y‖ ^ 2 / (b - energy H y) ≤ E ∧
      E ≤ energy H y + ‖residual H y‖ ^ 2 / (energy H y - a) := by
  -- every eigenvalue is at most a, at least b, or equal to E
  have hcase : ∀ μ : ℝ, Module.End.HasEigenvalue H (μ : ℂ) → μ ≤ a ∨ b ≤ μ ∨ μ = E := by
    intro μ hμ
    rcases le_or_gt μ a with h1 | h1
    · exact Or.inl h1
    · rcases le_or_gt b μ with h2 | h2
      · exact Or.inr (Or.inl h2)
      · exact Or.inr (Or.inr (honly μ hμ h1 h2))
  constructor
  · -- (H - E)(H - b) is nonnegative
    have h := shifted_overlap_nonneg hH E b (fun μ hμ => by
      rcases hcase μ hμ with h1 | h1 | h1
      · nlinarith [mul_nonneg (show 0 ≤ E - μ by linarith) (show 0 ≤ b - μ by linarith)]
      · exact mul_nonneg (by linarith) (by linarith)
      · simp [h1]) y
    rw [shifted_overlap H hy] at h
    have h3 : energy H y - E ≤ ‖residual H y‖ ^ 2 / (b - energy H y) := by
      rw [le_div_iff₀ (by linarith)]
      linarith
    linarith
  · -- (H - a)(H - E) is nonnegative
    have h := shifted_overlap_nonneg hH a E (fun μ hμ => by
      rcases hcase μ hμ with h1 | h1 | h1
      · nlinarith [mul_nonneg (show 0 ≤ a - μ by linarith) (show 0 ≤ E - μ by linarith)]
      · exact mul_nonneg (by linarith) (by linarith)
      · simp [h1]) y
    rw [shifted_overlap H hy] at h
    have h3 : E - energy H y ≤ ‖residual H y‖ ^ 2 / (energy H y - a) := by
      rw [le_div_iff₀ (by linarith)]
      linarith
    linarith

/-- Let `E` lie in `(a, b)` and let the Hermitian `H` have no other eigenvalue there. If the
energy `e` of a unit vector keeps a distance of at least `g > 0` inside both ends of the
interval, then `|e - E| ≤ s² / g`, with `s` the residual norm. -/
theorem quadratic_convergence {H : V →ₗ[ℂ] V} (hH : H.IsSymmetric) {a b E g : ℝ}
    (haE : a < E) (hEb : E < b)
    (honly : ∀ μ : ℝ, Module.End.HasEigenvalue H (μ : ℂ) → a < μ → μ < b → μ = E)
    {y : V} (hy : ‖y‖ = 1) (hg : 0 < g)
    (hae : a + g ≤ energy H y) (heb : energy H y + g ≤ b) :
    |energy H y - E| ≤ ‖residual H y‖ ^ 2 / g := by
  obtain ⟨h1, h2⟩ := kato_temple hH haE hEb honly hy (by linarith) (by linarith)
  have h3 : ‖residual H y‖ ^ 2 / (b - energy H y) ≤ ‖residual H y‖ ^ 2 / g :=
    div_le_div_of_nonneg_left (sq_nonneg _) hg (by linarith)
  have h4 : ‖residual H y‖ ^ 2 / (energy H y - a) ≤ ‖residual H y‖ ^ 2 / g :=
    div_le_div_of_nonneg_left (sq_nonneg _) hg (by linarith)
  exact abs_le.2 ⟨by linarith, by linarith⟩

end

end ExcitedRootResidualBounds
```

```lean
#print axioms ExcitedRootResidualBounds.two_state_exact
-- 'ExcitedRootResidualBounds.two_state_exact' depends on axioms: [propext, Classical.choice, Quot.sound]
#print axioms ExcitedRootResidualBounds.exists_root_of_small_residual
-- 'ExcitedRootResidualBounds.exists_root_of_small_residual' depends on axioms: [propext, Classical.choice, Quot.sound]
#print axioms ExcitedRootResidualBounds.kato_temple
-- 'ExcitedRootResidualBounds.kato_temple' depends on axioms: [propext, Classical.choice, Quot.sound]
#print axioms ExcitedRootResidualBounds.quadratic_convergence
-- 'ExcitedRootResidualBounds.quadratic_convergence' depends on axioms: [propext, Classical.choice, Quot.sound]
```

### From the overlap identity to the bounds in Lean

`shifted_overlap` is the first evaluation of the overlap. The facts `h0` and `h0'` state that the residual has no real overlap with `y`, in either order. The fact `hs` rewrites each shifted vector as the residual plus a multiple of `y`. Expanding the inner product and calling `ring` then gives $s^2+(e-p)(e-q)$. Hermiticity isn't needed here, because the energy is defined as a real part.

`shifted_overlap_nonneg` is the second evaluation. It inserts the eigenvector basis that Mathlib supplies for a symmetric operator and shows that each term of the sum is nonnegative. Within one term, `hk` moves `H` onto the eigenvector, so that $\langle u,(H-t)y\rangle=(m-t)\langle u,y\rangle$, where `m` is now the eigenvalue of the basis vector `u`. The auxiliary fact `key` identifies the real part of the term as $(m-p)(m-q)\,|\langle u,y\rangle|^2$.

`kato_temple` first sorts the eigenvalues with `hcase`: at most `a`, at least `b`, or equal to `E`. Each half of the proof then applies the nonnegativity lemma with its pair of shifts, `E b` or `a E`. The three cases are closed by `nlinarith` when both factors are nonpositive, by `mul_nonneg` when both are nonnegative, and by `simp` when one of them is zero. Rewriting with `shifted_overlap` brings in $s^2$, and `le_div_iff₀` carries out the division by the positive distance $b-e$ or $e-a$.

`exists_root_of_small_residual` argues by contradiction with the shifts `a b`. `quadratic_convergence` replaces both denominators in the Kato–Temple bounds by the smaller number `g` and combines the two inequalities into an absolute value. In `two_state_exact`, `h1` and `h2` show that each shift removes one of the two components. The overlap therefore vanishes, and `linear_combination` extracts $s^2=(e-E)(m-e)$.

### Using the bound for your root

For a finite Hermitian eigenvalue problem in an orthonormal basis, such as configuration interaction or the Tamm–Dancoff approximation, the result lets you judge the energy error from $s^2/g$ and stop iterating once that is small enough. Three limits matter when you do so.

- The bound concerns one given vector. It doesn't say that the Davidson iteration will reduce the residual, only what a residual of a certain size implies for the energy. The scaling is quadratic as long as $g$ stays fixed while $s$ decreases.
- The interval is an input. You need to know that no other root lies in $(a,b)$, and the neighbouring Davidson energies don't establish this by themselves: an unconverged estimate of the next root can lie above the true eigenvalue, and a root may have been missed altogether. When two distinct roots nearly coincide, $g$ is small and the bound is weak, whereas exact degeneracy costs nothing.
- $E$ is an eigenvalue of the matrix you are diagonalising. Errors from the basis set or from the electronic-structure model are a separate matter. So are non-Hermitian problems such as equation-of-motion coupled cluster, where the eigenbasis expansion above is unavailable in this form.

The finite dimension enters through the eigenbasis sum. For a self-adjoint Hamiltonian with a continuous spectrum, a spectral integral can take its place, provided that the isolation condition covers the whole spectrum and not only the eigenvalues. The Lean file doesn't treat that case.
